# The energies of a two-level system with real diagonal energies 0 and G and off-diagonal coupling ∓iw (w real) are the roots of e(e − G) = w²

The theorem `isEnergy_iff` concerns a two-level Hamiltonian with diagonal energies 0 and G and off-diagonal entries −iw and iw, where G and w are any real numbers. It states that a real number e is an eigenvalue, with a nonzero eigenvector that need not be normalised, exactly when e(e − G) = w². In the forward direction, the attempt writes out the two components of the eigenvalue equation and eliminates each amplitude in turn, so that if the secular equation failed, both amplitudes would vanish. For the converse it gives an explicit eigenvector, (e − G, iw) when e ≠ G and (0, 1) when e = G, in which case w = 0.

As first written in Lean, the proof fails:

```lean
import Mathlib

open Matrix

namespace IsEnergyIff

noncomputable section

/-- The two-level Hamiltonian with diagonal energies `0` and `G` and imaginary
off-diagonal magnetic coupling of strength `w`. -/
def hamiltonian (G w : ℝ) : Matrix (Fin 2) (Fin 2) ℂ :=
  !![0, -(Complex.I * w); Complex.I * w, G]

/-- A real number `e` is an energy of `H` if `H` has a nonzero eigenvector with eigenvalue `e`. -/
def IsEnergy (H : Matrix (Fin 2) (Fin 2) ℂ) (e : ℝ) : Prop :=
  ∃ v : Fin 2 → ℂ, v ≠ 0 ∧ H *ᵥ v = (e : ℂ) • v

/-- The energies of the two-level Hamiltonian are the real roots `e` of the secular
equation `e (e - G) = w²`. -/
theorem isEnergy_iff (G w e : ℝ) :
    IsEnergy (hamiltonian G w) e ↔ e * (e - G) = w ^ 2 := by
  constructor
  · rintro ⟨v, hv, h⟩
    have h0 : -(Complex.I * w) * v 0.succ = (e : ℂ) * v 0 := by
      simpa [hamiltonian, Matrix.mulVec, dotProduct, Fin.sum_univ_two] using congrFun h 0
    have h1 : Complex.I * w * v 0 + G * v 0.succ = (e : ℂ) * v 0.succ := by
      simpa [hamiltonian, Matrix.mulVec, dotProduct, Fin.sum_univ_two] using congrFun h 1
    -- eliminating one amplitude leaves the secular polynomial times the other
    have a0 : ((e : ℂ) * (e - G) - w ^ 2) * v 0 = 0 := by
      linear_combination (-((e : ℂ) - G)) * h0 + Complex.I * w * h1
        - (w : ℂ) ^ 2 * v 0 * Complex.I_sq
    have a1 : ((e : ℂ) * (e - G) - w ^ 2) * v 0.succ = 0 := by
      linear_combination (-(Complex.I * w)) * h0 - (e : ℂ) * h1
        - (w : ℂ) ^ 2 * v 0.succ * Complex.I_sq
    by_contra hne
    have hc : (e : ℂ) * (e - G) - w ^ 2 ≠ 0 := by
      intro h2
      apply hne
      exact_mod_cast sub_eq_zero.mp h2
    apply hv
    funext i
    fin_cases i
    · exact (mul_eq_zero.mp a0).resolve_left hc
    · exact (mul_eq_zero.mp a1).resolve_left hc
  · intro h
    by_cases he : e = G
    · have hw2 : w ^ 2 = 0 := by rw [← h, he]; ring
      have hw : w = 0 := by nlinarith
      refine ⟨![0, 1], fun hv => by simpa using congrFun hv 1, ?_⟩
      funext i
      fin_cases i <;>
        simp [hamiltonian, Matrix.mulVec, dotProduct, Fin.sum_univ_two, hw, he]
    · have hc : (e : ℂ) * (e - G) = w ^ 2 := by exact_mod_cast h
      refine ⟨![(e : ℂ) - G, Complex.I * w], fun hv => he ?_, ?_⟩
      · have h0 : (e : ℂ) - G = 0 := by simpa using congrFun hv 0
        exact_mod_cast sub_eq_zero.mp h0
      · funext i
        fin_cases i
        · simp [hamiltonian, Matrix.mulVec, dotProduct, Fin.sum_univ_two]
          linear_combination (-(w : ℂ) ^ 2) * Complex.I_sq - hc
        · simp [hamiltonian, Matrix.mulVec, dotProduct, Fin.sum_univ_two]
          ring

end

end IsEnergyIff
```

Lean reports:

```
Main.lean:24:16: error(lean.synthInstanceFailed): failed to synthesize instance of type class
  HMul ℂ ℝ ?m.44

Hint: Type class instance resolution failures can be inspected with the `set_option trace.Meta.synthInstance true` command.
Main.lean:23:2: error: unsolved goals
case h0
G w e : ℝ
v : Fin 2 → ℂ
hv : v ≠ 0
h : hamiltonian G w *ᵥ v = ↑e • v
⊢ sorry

case mp
G w e : ℝ
v : Fin 2 → ℂ
hv : v ≠ 0
h : hamiltonian G w *ᵥ v = ↑e • v
h0 : sorry
⊢ e * (e - G) = w ^ 2
Main.lean:21:58: error: unsolved goals
case mpr
G w e : ℝ
⊢ e * (e - G) = w ^ 2 → IsEnergy (hamiltonian G w) e
Main.lean:24:35: error: unexpected identifier after decimal point; consider parenthesizing the number
```

The root error is the last one listed, "unexpected identifier after decimal point". In `v 0.succ`, Lean reads `0.` as the start of a decimal number, so the `succ` that follows is a syntax error, not a call to the successor function.

The other messages follow from this. Parsing of the proof breaks off inside the statement of `h0`, which is why `sorry` stands in for that statement and the goals `h0`, `mp` and `mpr` are left unsolved. The `HMul ℂ ℝ` error says that Lean found no way to multiply the complex `Complex.I` by the real `w`. It too comes from the broken expression: the repair leaves that product unchanged, and in the complete statement Lean converts `w` to a complex number as usual.

The diff writes the second component as `v 1`, which has no decimal point to misread. The same change is needed in `h1` and `a1`, which contain the same faulty notation further on.

The repair, with which the file compiles:

```diff
@@ -22,7 +22,7 @@
   constructor
   · rintro ⟨v, hv, h⟩
-    have h0 : -(Complex.I * w) * v 0.succ = (e : ℂ) * v 0 := by
+    have h0 : -(Complex.I * w) * v 1 = (e : ℂ) * v 0 := by
       simpa [hamiltonian, Matrix.mulVec, dotProduct, Fin.sum_univ_two] using congrFun h 0
-    have h1 : Complex.I * w * v 0 + G * v 0.succ = (e : ℂ) * v 0.succ := by
+    have h1 : Complex.I * w * v 0 + G * v 1 = (e : ℂ) * v 1 := by
       simpa [hamiltonian, Matrix.mulVec, dotProduct, Fin.sum_univ_two] using congrFun h 1
     -- eliminating one amplitude leaves the secular polynomial times the other
@@ -30,7 +30,7 @@
       linear_combination (-((e : ℂ) - G)) * h0 + Complex.I * w * h1
         - (w : ℂ) ^ 2 * v 0 * Complex.I_sq
-    have a1 : ((e : ℂ) * (e - G) - w ^ 2) * v 0.succ = 0 := by
+    have a1 : ((e : ℂ) * (e - G) - w ^ 2) * v 1 = 0 := by
       linear_combination (-(Complex.I * w)) * h0 - (e : ℂ) * h1
-        - (w : ℂ) ^ 2 * v 0.succ * Complex.I_sq
+        - (w : ℂ) ^ 2 * v 1 * Complex.I_sq
     by_contra hne
     have hc : (e : ℂ) * (e - G) - w ^ 2 ≠ 0 := by
```
